# Decoherence from isotropic scattering at one wave number: quadratic in small separations, saturated at large ones

A heavy particle is in a superposition of two positions a distance $x$ apart, and light particles of wave number $k$ scatter off it. Each scattered particle carries away some information about where the heavy one was, so the coherence between the two positions decays. How does the decay rate depend on $x$?

Let $\Gamma$ be the total scattering rate, let $\mathbf x$ be the vector of length $x$ from one position to the other, and let $\mathbf n$ and $\mathbf n'$ be the unit vectors along which a light particle travels before and after the collision. If recoil is negligible and collisions are independent, a collision multiplies the coherence by the phase $e^{ik(\mathbf n-\mathbf n')\cdot\mathbf x}$, and scattering makes the coherence decay at the rate $\Gamma F$, where $F$ is the average of $1-e^{ik(\mathbf n-\mathbf n')\cdot\mathbf x}$ over both directions. This step from the collision dynamics to an average over directions is taken as given; the Lean development starts from the average.

```lean
import Mathlib

open Filter Topology

namespace CollisionalDecoherence

noncomputable section
```

## The phase averaged over one direction

Isotropy means that the incoming particles arrive equally from all sides and leave in a direction that is uniform and independent of the incoming one, as in pure s-wave scattering. Let $c$ be the cosine of the angle between a direction and $\mathbf x$. The solid-angle measure $\sin\theta\,d\theta\,d\varphi/4\pi$ becomes $dc/2$ on $[-1,1]$. With $u=kx$, the averaged phase is

$$A(u)=\frac12\int_{-1}^{1}e^{iuc}\,dc .$$

In Lean this is `phaseAverage u`, a complex number defined for every real $u$ by the integral itself.

```lean
/-- The average of the phase `exp(iuc)` over isotropic directions, where `c` is the cosine of
the angle to the separation and `u` is wave number times separation. -/
def phaseAverage (u : ℝ) : ℂ :=
  (1 / 2) * ∫ c in (-1 : ℝ)..1, Complex.exp (Complex.I * u * (c : ℂ))
```

The rate in units of $\Gamma$ is defined as $F(u)=1-|A(u)|^2$. The name `localisationRate` refers to this whole dimensionless function of separation. Elsewhere the term often means the coefficient of $x^2$ in the decay rate at small separation, which here would be $\Gamma k^2/3$.

```lean
/-- The localisation rate for isotropic scattering, in units of the total scattering rate:
one minus the squared modulus of the direction-averaged phase. -/
def localisationRate (u : ℝ) : ℝ := 1 - ‖phaseAverage u‖ ^ 2
```

For $u\neq0$ the integral is elementary:

$$A(u)=\frac12\,\frac{e^{iu}-e^{-iu}}{iu}=\frac{\sin u}{u}.$$

In the proof, `h1` and `h2` write the two end-point exponentials as $\cos u\pm i\sin u$, and `h3` takes their difference and extracts the factor $iu$, which then cancels. At $u=0$ the average is $1$, which the fraction reaches only as a limit.

```lean
/-- For `u ≠ 0` the direction average of the phase is `sin(u)/u`. -/
theorem phaseAverage_eq {u : ℝ} (hu : u ≠ 0) :
    phaseAverage u = ((Real.sin u / u : ℝ) : ℂ) := by
  have hc : (u : ℂ) ≠ 0 := by exact_mod_cast hu
  have hI : Complex.I * (u : ℂ) ≠ 0 := mul_ne_zero Complex.I_ne_zero hc
  unfold phaseAverage
  rw [integral_exp_mul_complex hI]
  -- the two end points give the phases exp(iu) and exp(-iu)
  have h1 : Complex.exp (Complex.I * u * ((1 : ℝ) : ℂ))
      = Complex.cos u + Complex.sin u * Complex.I := by
    rw [← Complex.exp_mul_I]
    congr 1
    push_cast
    ring
  have h2 : Complex.exp (Complex.I * u * ((-1 : ℝ) : ℂ))
      = Complex.cos u - Complex.sin u * Complex.I := by
    have h := Complex.exp_mul_I (-(u : ℂ))
    rw [Complex.cos_neg, Complex.sin_neg] at h
    rw [show Complex.I * u * ((-1 : ℝ) : ℂ) = -(u : ℂ) * Complex.I by push_cast; ring, h]
    ring
  have hs : (u : ℂ) * (Complex.sin u / u) = Complex.sin u := by field_simp
  have h3 : Complex.cos u + Complex.sin u * Complex.I
      - (Complex.cos u - Complex.sin u * Complex.I)
      = Complex.I * u * (2 * (Complex.sin u / u)) := by
    linear_combination (-2 * Complex.I) * hs
  rw [h1, h2, h3, mul_div_cancel_left₀ _ hI]
  push_cast
  ring
```

## Two independent directions

The definition of $F$ must agree with the average over incoming and outgoing directions. Let $c$ and $c'$ be their cosines. The exponential factorises, so

$$\frac14\int_{-1}^{1}\!\int_{-1}^{1}\bigl(1-e^{iuc}e^{-iuc'}\bigr)\,dc'\,dc=1-A(u)\,A(-u).$$

The substitution $c'\to-c'$ gives $A(-u)=A(u)$. Since $A(u)$ is real, the right-hand side is $1-A(u)^2=1-|A(u)|^2=F(u)$.

The theorem states this equality in the complex numbers for every real $u$, so it also says that the averaged decay has no imaginary part. In the proof, `hneg` is the reflection, `inner_avg` does the integral over $c'$, and the last part obtains the reality of $A(u)$ from the sine formula, with $u=0$ treated separately.

```lean
/-- The localisation rate is the average of `1 - exp(iu(c - c'))` over independent, isotropic
incoming and outgoing directions. -/
theorem average_eq_localisationRate (u : ℝ) :
    (1 / 4 : ℂ) * ∫ c in (-1 : ℝ)..1, ∫ c' in (-1 : ℝ)..1,
      (1 - Complex.exp (Complex.I * u * ((c : ℂ) - (c' : ℂ)))) = (localisationRate u : ℂ) := by
  have hconst (k : ℂ) : ∫ _ in (-1 : ℝ)..1, k = 2 * k := by
    rw [intervalIntegral.integral_const, Complex.real_smul]
    push_cast
    ring
  have hJ : ∫ c in (-1 : ℝ)..1, Complex.exp (Complex.I * u * (c : ℂ))
      = 2 * phaseAverage u := by
    unfold phaseAverage
    ring
  -- reversing a direction does not change the isotropic average
  have hneg : ∫ c in (-1 : ℝ)..1, Complex.exp (-(Complex.I * u * (c : ℂ)))
      = 2 * phaseAverage u := by
    have h := intervalIntegral.integral_comp_neg (a := -1) (b := 1)
      (fun c : ℝ => Complex.exp (Complex.I * u * (c : ℂ)))
    simp only [Complex.ofReal_neg, mul_neg, neg_neg] at h
    rw [h, hJ]
  have inner_avg (c : ℝ) : ∫ c' in (-1 : ℝ)..1,
      (1 - Complex.exp (Complex.I * u * ((c : ℂ) - (c' : ℂ))))
      = 2 * 1 - Complex.exp (Complex.I * u * (c : ℂ)) * (2 * phaseAverage u) := by
    have hfac (c' : ℝ) : Complex.exp (Complex.I * u * ((c : ℂ) - (c' : ℂ)))
        = Complex.exp (Complex.I * u * (c : ℂ)) * Complex.exp (-(Complex.I * u * (c' : ℂ))) := by
      rw [← Complex.exp_add]
      congr 1
      ring
    simp_rw [hfac]
    rw [intervalIntegral.integral_sub (continuous_const.intervalIntegrable _ _)
      (Continuous.intervalIntegrable (by fun_prop) _ _),
      intervalIntegral.integral_const_mul, hneg, hconst]
  simp_rw [inner_avg]
  rw [intervalIntegral.integral_sub (continuous_const.intervalIntegrable _ _)
    (Continuous.intervalIntegrable (by fun_prop) _ _),
    hconst (2 * 1), intervalIntegral.integral_mul_const, hJ]
  -- the averaged phase is real, so its square is its squared modulus
  obtain ⟨r, hr⟩ : ∃ r : ℝ, phaseAverage u = (r : ℂ) := by
    rcases eq_or_ne u 0 with rfl | hu
    · refine ⟨1, ?_⟩
      simp only [phaseAverage, Complex.ofReal_zero, mul_zero, zero_mul, Complex.exp_zero,
        hconst]
      norm_num
    · exact ⟨_, phaseAverage_eq hu⟩
  unfold localisationRate
  rw [hr, Complex.norm_real, Real.norm_eq_abs, sq_abs]
  push_cast
  ring
```

The independence of the two directions matters here. If every particle kept its direction of travel, then $c'=c$, the integrand would vanish, and there would be no decoherence at any separation.

Inserting the sine formula gives, for $u\neq0$,

$$F(u)=1-\Bigl(\frac{\sin u}{u}\Bigr)^2 .$$

```lean
/-- For `u ≠ 0` the localisation rate is `1 - (sin(u)/u)²`. -/
theorem localisationRate_eq {u : ℝ} (hu : u ≠ 0) :
    localisationRate u = 1 - (Real.sin u / u) ^ 2 := by
  unfold localisationRate
  rw [phaseAverage_eq hu, Complex.norm_real, Real.norm_eq_abs, sq_abs]
```

## Polynomial bounds on the sine

The behaviour at small $u$ needs bounds on $\sin u$ from both sides. They come from integrating an inequality from $0$ upwards. Lean uses the equivalent statement about slopes: if $f(0)=0$ and $f'\ge0$ on $[0,\infty)$, then $f$ is monotone there and hence nonnegative.

```lean
/-- A differentiable function that vanishes at zero and has nonnegative slope on the
nonnegative half-line is nonnegative there. -/
theorem nonneg_of_slope {f f' : ℝ → ℝ} (h0 : f 0 = 0) (hd : ∀ x, HasDerivAt f (f' x) x)
    (hp : ∀ x, 0 ≤ x → 0 ≤ f' x) {u : ℝ} (hu : 0 ≤ u) : 0 ≤ f u := by
  have hm : MonotoneOn f (Set.Ici 0) := monotoneOn_of_deriv_nonneg (convex_Ici 0)
    (fun x _ => (hd x).continuousAt.continuousWithinAt)
    (fun x _ => (hd x).differentiableAt.differentiableWithinAt)
    (fun x hx => by rw [(hd x).deriv]; exact hp x (interior_subset hx))
  have h := hm (Set.mem_Ici.2 le_rfl) (Set.mem_Ici.2 hu) hu
  rwa [h0] at h
```

Start from $\cos y\ge1-y^2/2$. Three integrations from $0$ to $u\ge0$ give in turn

$$\sin u\ge u-\frac{u^3}{6},\qquad \cos u\le1-\frac{u^2}{2}+\frac{u^4}{24},\qquad \sin u\le u-\frac{u^3}{6}+\frac{u^5}{120}.$$

These are `s3`, `c4` and `s5`, each of which supplies the slope condition for the next.

```lean
/-- For `u ≥ 0`, `sin u` lies between its Taylor polynomials of degree three and five. -/
theorem sin_taylor_bounds {u : ℝ} (hu : 0 ≤ u) :
    u - u ^ 3 / 6 ≤ Real.sin u ∧ Real.sin u ≤ u - u ^ 3 / 6 + u ^ 5 / 120 := by
  have d2 (x : ℝ) : HasDerivAt (fun y : ℝ => y ^ 2) (2 * x) x := by
    simpa using hasDerivAt_pow 2 x
  have d3 (x : ℝ) : HasDerivAt (fun y : ℝ => y ^ 3) (3 * x ^ 2) x := by
    simpa using hasDerivAt_pow 3 x
  have d4 (x : ℝ) : HasDerivAt (fun y : ℝ => y ^ 4) (4 * x ^ 3) x := by
    simpa using hasDerivAt_pow 4 x
  have d5 (x : ℝ) : HasDerivAt (fun y : ℝ => y ^ 5) (5 * x ^ 4) x := by
    simpa using hasDerivAt_pow 5 x
  -- integrate the cosine bound three times
  have s3 (x : ℝ) (hx : 0 ≤ x) : 0 ≤ Real.sin x - (x - x ^ 3 / 6) :=
    nonneg_of_slope (f := fun y => Real.sin y - (y - y ^ 3 / 6))
      (f' := fun y => Real.cos y - (1 - y ^ 2 / 2)) (by simp)
      (fun y => ((Real.hasDerivAt_sin y).fun_sub
        ((hasDerivAt_id' y).fun_sub ((d3 y).div_const 6))).congr_deriv (by ring))
      (fun y _ => sub_nonneg.2 Real.one_sub_sq_div_two_le_cos) hx
  have c4 (x : ℝ) (hx : 0 ≤ x) : 0 ≤ x ^ 4 / 24 - x ^ 2 / 2 - (Real.cos x - 1) :=
    nonneg_of_slope (f := fun y => y ^ 4 / 24 - y ^ 2 / 2 - (Real.cos y - 1))
      (f' := fun y => Real.sin y - (y - y ^ 3 / 6)) (by simp)
      (fun y => ((((d4 y).div_const 24).fun_sub ((d2 y).div_const 2)).fun_sub
        ((Real.hasDerivAt_cos y).sub_const 1)).congr_deriv (by ring)) s3 hx
  have s5 : 0 ≤ u ^ 5 / 120 - u ^ 3 / 6 - (Real.sin u - u) :=
    nonneg_of_slope (f := fun y => y ^ 5 / 120 - y ^ 3 / 6 - (Real.sin y - y))
      (f' := fun y => y ^ 4 / 24 - y ^ 2 / 2 - (Real.cos y - 1)) (by simp)
      (fun y => ((((d5 y).div_const 120).fun_sub ((d3 y).div_const 6)).fun_sub
        ((Real.hasDerivAt_sin y).fun_sub (hasDerivAt_id' y))).congr_deriv (by ring)) c4 hu
  exact ⟨by linarith [s3 u hu], by linarith⟩
```

## The rate between a quadratic and a quartic polynomial

For $u>0$ the result is

$$\frac{u^2}{3}-\frac{2u^4}{45}\le F(u)\le\frac{u^2}{3}.$$

For the left inequality, suppose first that $u^2\le9$. Then $u\le3<\pi$, so $\sin u\ge0$ and the upper bound on the sine may be squared:

$$\frac{\sin^2u}{u^2}\le\Bigl(1-\frac{u^2}{6}+\frac{u^4}{120}\Bigr)^2=1-\frac{u^2}{3}+\frac{2u^4}{45}-\frac{u^6(40-u^2)}{14400}.$$

The last term only lowers the right-hand side, so it can be omitted. If $u^2\ge9$, then $2u^6/45\ge2u^4/5$, and therefore

$$u^2\Bigl(1-\frac{u^2}{3}+\frac{2u^4}{45}\Bigr)\ge u^2+\frac{u^4}{15}\ge1\ge\sin^2u .$$

For the right inequality, suppose $u^2\le3$. Then $u-u^3/6\ge0$, and squaring the lower bound on the sine gives

$$\frac{\sin^2u}{u^2}\ge\Bigl(1-\frac{u^2}{6}\Bigr)^2\ge1-\frac{u^2}{3}.$$

If $u^2\ge3$, then $1-u^2/3\le0$ and there is nothing to square. The Lean proof makes the same case distinctions with `le_total` and leaves the polynomial comparisons to `nlinarith`.

```lean
/-- For `u > 0` the localisation rate lies between `u²/3 - 2u⁴/45` and `u²/3`. -/
theorem localisationRate_quadratic {u : ℝ} (hu : 0 < u) :
    u ^ 2 / 3 - 2 * u ^ 4 / 45 ≤ localisationRate u ∧ localisationRate u ≤ u ^ 2 / 3 := by
  obtain ⟨hl, hr⟩ := sin_taylor_bounds hu.le
  have hu2 : 0 < u ^ 2 := by positivity
  rw [localisationRate_eq hu.ne', div_pow]
  constructor
  · have h : Real.sin u ^ 2 / u ^ 2 ≤ 1 - u ^ 2 / 3 + 2 * u ^ 4 / 45 := by
      rw [div_le_iff₀ hu2]
      rcases le_total (u ^ 2) 9 with h9 | h9
      · have hs : 0 ≤ Real.sin u := Real.sin_nonneg_of_nonneg_of_le_pi hu.le
          (by nlinarith [Real.pi_gt_three])
        have hsq := pow_le_pow_left₀ hs hr 2
        have h8 : 0 ≤ u ^ 8 * (40 - u ^ 2) := mul_nonneg (by positivity) (by linarith)
        nlinarith
      · have h6 : 0 ≤ u ^ 4 * (u ^ 2 - 9) := mul_nonneg (by positivity) (by linarith)
        have h4 : 0 ≤ u ^ 4 := by positivity
        nlinarith [Real.sin_sq_le_one u]
    linarith
  · have h : 1 - u ^ 2 / 3 ≤ Real.sin u ^ 2 / u ^ 2 := by
      rw [le_div_iff₀ hu2]
      rcases le_total (u ^ 2) 3 with h3 | h3
      · have hq : 0 ≤ u - u ^ 3 / 6 := by
          rw [show u - u ^ 3 / 6 = u * (1 - u ^ 2 / 6) by ring]
          exact mul_nonneg hu.le (by linarith)
        have hsq := pow_le_pow_left₀ hq hl 2
        have h6 : 0 ≤ u ^ 6 := by positivity
        nlinarith
      · nlinarith [sq_nonneg (Real.sin u), mul_nonneg hu2.le (sub_nonneg.2 h3)]
    linarith
```

In a simulation with a single wave number and isotropic scattering, replacing $F$ by $u^2/3$ therefore never underestimates the decay rate, and overestimates it by at most $2u^4/45$ in units of $\Gamma$.

## Separations at which the rate equals the scattering rate

For $u\neq0$, $F(u)=1$ means $(\sin u/u)^2=0$, hence $\sin u=0$, hence $u=n\pi$ for an integer $n$. The proof is this chain of equivalences.

```lean
/-- For `u ≠ 0` the localisation rate equals the total scattering rate exactly when `u` is an
integer multiple of `π`. -/
theorem localisationRate_eq_one_iff {u : ℝ} (hu : u ≠ 0) :
    localisationRate u = 1 ↔ ∃ n : ℤ, (n : ℝ) * Real.pi = u := by
  rw [localisationRate_eq hu, ← Real.sin_eq_zero_iff, sub_eq_self,
    pow_eq_zero_iff two_ne_zero, div_eq_zero_iff, or_iff_left hu]
```

The condition $u\neq0$ excludes a real exception. At $u=0$ the two positions coincide, $A(0)=1$ and $F(0)=0$, although $0=0\cdot\pi$ is an integer multiple of $\pi$. The same point shows that the strict positivity proved next fails if $u=0$ is admitted.

## Positivity, the ceiling and the two limits

The final theorem has three parts.

**Bounds.** For every $u>0$, $0<F(u)\le\min(1,u^2/3)$. The ceiling $1$ holds because $F$ is one minus a square, and $u^2/3$ was shown above. Positivity is the strict inequality $|\sin u|<u$. Its upper half is the standard $\sin u<u$. For the lower half, $\sin u\ge0>-u$ if $u\le\pi$, and $\sin u\ge-1>-u$ if $u\ge\pi$.

**Small separation.** Dividing the two-sided bound by $u^2$ gives

$$\frac13-\frac{2u^2}{45}\le\frac{F(u)}{u^2}\le\frac13,$$

so $F(u)/u^2\to1/3$ as $u$ tends to $0$ from above, which Lean writes as `𝓝[>] 0`. The coherence then decays at a rate close to $\Gamma k^2x^2/3$.

**Large separation.** Since $\sin^2u\le1$,

$$1-\frac1{u^2}\le F(u)\le1,$$

so $F(u)\to1$ as $u\to\infty$, which is the filter `atTop`. Once the separation is many wavelengths, a single collision almost completely distinguishes the two positions, and the decay rate is close to $\Gamma$.

Both limits are proved by squeezing between the displayed bounds, with `tendsto_of_tendsto_of_tendsto_of_le_of_le'`.

```lean
/-- For isotropic scattering the localisation rate is positive and at most `min(1, u²/3)` for
all `u > 0`; divided by `u²` it tends to `1/3` as `u → 0+`, and it tends to `1` as `u → ∞`. -/
theorem localisationRate_main :
    (∀ u : ℝ, 0 < u → 0 < localisationRate u ∧ localisationRate u ≤ min 1 (u ^ 2 / 3)) ∧
    Tendsto (fun u => localisationRate u / u ^ 2) (𝓝[>] 0) (𝓝 (1 / 3)) ∧
    Tendsto localisationRate atTop (𝓝 1) := by
  have hle (u : ℝ) : localisationRate u ≤ 1 := by
    unfold localisationRate
    linarith [sq_nonneg ‖phaseAverage u‖]
  refine ⟨fun u hu => ⟨?_, le_min (hle u) (localisationRate_quadratic hu).2⟩, ?_, ?_⟩
  · -- positivity is the strict inequality |sin u| < u
    have h1 : Real.sin u < u := Real.sin_lt hu
    have h2 : -u < Real.sin u := by
      rcases le_total u Real.pi with h | h
      · linarith [Real.sin_nonneg_of_nonneg_of_le_pi hu.le h]
      · linarith [Real.neg_one_le_sin u, Real.pi_gt_three]
    have h3 : Real.sin u ^ 2 / u ^ 2 < 1 := by
      rw [div_lt_iff₀ (by positivity)]
      nlinarith
    rw [localisationRate_eq hu.ne', div_pow]
    linarith
  · have hc : Continuous (fun u : ℝ => 1 / 3 - 2 * u ^ 2 / 45) := by fun_prop
    have hlow : Tendsto (fun u : ℝ => 1 / 3 - 2 * u ^ 2 / 45) (𝓝[>] 0) (𝓝 (1 / 3)) :=
      (hc.tendsto' 0 (1 / 3) (by norm_num)).mono_left nhdsWithin_le_nhds
    refine tendsto_of_tendsto_of_tendsto_of_le_of_le' hlow tendsto_const_nhds ?_ ?_
    · filter_upwards [self_mem_nhdsWithin] with u hu
      have hu' : 0 < u := hu
      rw [le_div_iff₀ (by positivity)]
      linarith [(localisationRate_quadratic hu').1]
    · filter_upwards [self_mem_nhdsWithin] with u hu
      have hu' : 0 < u := hu
      rw [div_le_iff₀ (by positivity)]
      linarith [(localisationRate_quadratic hu').2]
  · have hlow : Tendsto (fun u : ℝ => 1 - u⁻¹ ^ 2) atTop (𝓝 1) := by
      simpa using (tendsto_inv_atTop_zero (𝕜 := ℝ)).pow 2 |>.const_sub 1
    refine tendsto_of_tendsto_of_tendsto_of_le_of_le' hlow tendsto_const_nhds ?_
      (Eventually.of_forall hle)
    filter_upwards [eventually_gt_atTop 0] with u hu
    rw [localisationRate_eq hu.ne', div_eq_mul_inv, mul_pow]
    nlinarith [mul_le_mul_of_nonneg_right (Real.sin_sq_le_one u) (sq_nonneg u⁻¹)]

end

end CollisionalDecoherence
```

```lean
#print axioms CollisionalDecoherence.average_eq_localisationRate
#print axioms CollisionalDecoherence.localisationRate_eq_one_iff
#print axioms CollisionalDecoherence.localisationRate_main
```

```
'CollisionalDecoherence.average_eq_localisationRate' depends on axioms: [propext, Classical.choice, Quot.sound]
'CollisionalDecoherence.localisationRate_eq_one_iff' depends on axioms: [propext, Classical.choice, Quot.sound]
'CollisionalDecoherence.localisationRate_main' depends on axioms: [propext, Classical.choice, Quot.sound]
```

For a gas with a spread of wave numbers and isotropic scattering, $F(kx)$ is averaged over $k$ with weights proportional to the scattering rate at each $k$. If the mean of $k^2$ is finite, it replaces $k^2$ in the rate at small separation. For scattering that favours some directions, the average of $1-e^{ik(\mathbf n-\mathbf n')\cdot\mathbf x}$ must be taken with the corresponding weights from the start, and the coefficient $1/3$ need not survive.
